# The reciprocal of the reciprocal superlattice in a finite Born–von Karman crystal

## Translations, momenta and superlattices

Let G be the finite abelian group of lattice translations of a crystal with Born–von Karman boundary conditions, written additively. A translation by a full period of the boundary conditions counts as 0. A crystal momentum is a character χ of G, a complex function with

χ(0) = 1, χ(x + y) = χ(x) χ(y).

In the usual notation χ(x) = exp(ik·x), with k taken modulo the reciprocal lattice of the primitive crystal. Momenta are added by multiplying phases: (χ + ψ)(x) = χ(x) ψ(x).

A superlattice is a subgroup H of G. For H, and for a group K of momenta, define

R(H) = {χ : χ(h) = 1 for all h in H},
D(K) = {x : χ(x) = 1 for all χ in K}.

R(H) is the reciprocal superlattice, again modulo the primitive reciprocal lattice. In this finite crystal, it consists of the primitive-cell momenta that fold to Γ in the supercell description. The next section proves that those momenta determine the supercell translations, modulo the periods of the boundary conditions.

## Recovering H from its plane waves

The central claim is that x lies in H exactly when χ(x) = 1 for every χ in R(H). One direction is the definition of R(H).

For the other, suppose x passes the test. Each character ψ of the quotient G/H gives a character χ(y) = ψ(y + H) of G, which is 1 on H. Hence ψ(x + H) = 1 for every ψ.

Characters separate the points of a finite abelian group. Write the group as a product of cyclic groups ℤ/nⱼ. If an element has a component mⱼ that is nonzero modulo nⱼ, the character exp(2πi mⱼ/nⱼ) differs from 1 on it. Therefore x + H is the zero class, and x lies in H.

This says D(R(H)) = H, so R(H₁) = R(H₂) implies H₁ = H₂. Inclusions reverse: R(H₁) ⊆ R(H₂) exactly when H₂ ⊆ H₁. Moreover, H is the set of common periods of the waves in R(H): χ(y + x) = χ(y)χ(x) equals χ(y) for x in H, and setting y = 0 gives the converse.

## From momenta back to translations

The momenta themselves form a finite abelian group, with as many elements as G by the cyclic decomposition. Each x gives a character of this group, χ ↦ χ(x). Different translations give different characters, by separation, and the counts agree, so every character of the momentum group arises in this way.

Apply the central claim to K inside the momentum group. The characters trivial on K are evaluations at points of D(K), so χ lies in K exactly when χ(x) = 1 for all x in D(K). Thus R(D(K)) = K.

For two superlattices, put K = R(H₁) + R(H₂). A translation in D(K) passes the tests for both H₁ and H₂, so D(K) ⊆ H₁ ∩ H₂. Taking reciprocals gives R(H₁ ∩ H₂) ⊆ K. The reverse inclusion holds because a wave trivial on either superlattice is trivial on their intersection. The coincidence lattice therefore satisfies

R(H₁ ∩ H₂) = R(H₁) + R(H₂).

## The extreme superlattices

For H = {0}, R(H) contains every momentum, and only the zero translation has phase 1 for all of them. For H = G, only the zero momentum remains. If G has one element, the two cases coincide.

## The statements in Lean

`AddChar G ℂ` is the group of momenta, `AddSubgroup G` the type of superlattices, and `reciprocal` and `direct` are R and D. The symbols `≤`, `⊓` and `⊔` mean inclusion, intersection and generated subgroup. `[Finite G]` expresses the Born–von Karman idealisation; no dimension is fixed. Infinite lattices, metric geometry and Hamiltonians do not enter.

```lean
import Mathlib

namespace ReciprocalSuperlattice

variable {G : Type*} [AddCommGroup G]

/-- The reciprocal superlattice of `H`: the crystal momenta (characters of the translation
group `G`) whose Bloch phase is 1 on every translation in `H`. -/
def reciprocal (H : AddSubgroup G) : AddSubgroup (AddChar G ℂ) where
  carrier := {χ | ∀ h ∈ H, χ h = 1}
  zero_mem' := by
    intro h _
    show (0 : AddChar G ℂ) h = 1
    simp
  add_mem' := by
    intro χ ψ hχ hψ h hh
    show (χ + ψ) h = 1
    rw [AddChar.add_apply, hχ h hh, hψ h hh, one_mul]
  neg_mem' := by
    intro χ hχ h hh
    show (-χ) h = 1
    rw [AddChar.neg_apply]
    exact hχ (-h) (H.neg_mem hh)

/-- The direct superlattice of a group `K` of crystal momenta: the translations on which
every momentum in `K` has Bloch phase 1. -/
def direct (K : AddSubgroup (AddChar G ℂ)) : AddSubgroup G where
  carrier := {x | ∀ χ ∈ K, χ x = 1}
  zero_mem' := by
    intro χ _
    exact AddChar.map_zero_eq_one χ
  add_mem' := by
    intro x y hx hy χ hχ
    show χ (x + y) = 1
    rw [AddChar.map_add_eq_mul, hx χ hχ, hy χ hχ, one_mul]
  neg_mem' := by
    intro x hx χ hχ
    show χ (-x) = 1
    rw [AddChar.map_neg_eq_inv, hx χ hχ, inv_one]

variable [Finite G]

/-- A translation `x` belongs to the superlattice `H` exactly when every character of the
crystal that is trivial on `H` has phase 1 at `x`. -/
theorem mem_superlattice_iff (H : AddSubgroup G) (x : G) :
    x ∈ H ↔ ∀ χ : AddChar G ℂ, (∀ h ∈ H, χ h = 1) → χ x = 1 := by
  constructor
  · intro hx χ hχ
    exact hχ x hx
  · intro hx
    -- Characters of the quotient `G ⧸ H` pull back to characters trivial on `H`.
    have hq : QuotientAddGroup.mk' H x = 0 := by
      apply AddChar.forall_apply_eq_zero.1
      intro ψ
      refine hx (ψ.compAddMonoidHom (QuotientAddGroup.mk' H)) ?_
      intro h hh
      have h0 : QuotientAddGroup.mk' H h = 0 := (QuotientAddGroup.eq_zero_iff h).2 hh
      show ψ (QuotientAddGroup.mk' H h) = 1
      rw [h0, AddChar.map_zero_eq_one]
    exact (QuotientAddGroup.eq_zero_iff x).1 hq

/-- The reciprocal of the reciprocal superlattice is the original superlattice. -/
theorem direct_reciprocal (H : AddSubgroup G) : direct (reciprocal H) = H := by
  ext x
  exact (mem_superlattice_iff H x).symm

/-- Two superlattices with the same reciprocal superlattice are equal. -/
theorem eq_of_reciprocal_eq {H₁ H₂ : AddSubgroup G}
    (h : reciprocal H₁ = reciprocal H₂) : H₁ = H₂ := by
  rw [← direct_reciprocal H₁, h, direct_reciprocal]

/-- One superlattice contains another exactly when its reciprocal superlattice is contained
in the reciprocal of the other. -/
theorem reciprocal_le_reciprocal_iff (H₁ H₂ : AddSubgroup G) :
    reciprocal H₁ ≤ reciprocal H₂ ↔ H₂ ≤ H₁ := by
  constructor
  · intro h x hx
    exact (mem_superlattice_iff H₁ x).2 fun χ hχ => h (x := χ) hχ x hx
  · intro h χ hχ x hx
    exact hχ x (h hx)

/-- The translations in `H` are exactly the common periods of all plane waves whose crystal
momentum lies in the reciprocal superlattice of `H`. -/
theorem mem_iff_common_period (H : AddSubgroup G) (x : G) :
    x ∈ H ↔ ∀ χ ∈ reciprocal H, ∀ y, χ (y + x) = χ y := by
  constructor
  · intro hx χ hχ y
    rw [AddChar.map_add_eq_mul, hχ x hx, mul_one]
  · intro h
    refine (mem_superlattice_iff H x).2 fun χ hχ => ?_
    -- Compare the plane wave at the origin and at `x`.
    have h0 := h χ hχ 0
    rwa [zero_add, AddChar.map_zero_eq_one] at h0

/-- Every group `K` of crystal momenta is the reciprocal superlattice of its direct
superlattice. -/
theorem reciprocal_direct (K : AddSubgroup (AddChar G ℂ)) : reciprocal (direct K) = K := by
  apply le_antisymm
  · intro χ hχ
    refine (mem_superlattice_iff K χ).2 fun Ψ hΨ => ?_
    -- A character of the momentum group is evaluation at some translation `x`.
    obtain ⟨x, rfl⟩ := AddChar.doubleDualEmb_bijective.2 Ψ
    have hx : x ∈ direct K := fun ψ hψ => hΨ ψ hψ
    exact hχ x hx
  · intro χ hχ x hx
    exact hx χ hχ

/-- The reciprocal of the coincidence lattice `H₁ ⊓ H₂` of two superlattices is the group
generated by their two reciprocal superlattices. -/
theorem reciprocal_inf (H₁ H₂ : AddSubgroup G) :
    reciprocal (H₁ ⊓ H₂) = reciprocal H₁ ⊔ reciprocal H₂ := by
  apply le_antisymm
  · -- Write the right-hand side as a reciprocal and compare in direct space.
    rw [← reciprocal_direct (reciprocal H₁ ⊔ reciprocal H₂), reciprocal_le_reciprocal_iff]
    apply le_inf
    · rw [← reciprocal_le_reciprocal_iff, reciprocal_direct]
      exact le_sup_left
    · rw [← reciprocal_le_reciprocal_iff, reciprocal_direct]
      exact le_sup_right
  · exact sup_le ((reciprocal_le_reciprocal_iff _ _).2 inf_le_left)
      ((reciprocal_le_reciprocal_iff _ _).2 inf_le_right)

end ReciprocalSuperlattice
```

```lean
#print axioms ReciprocalSuperlattice.eq_of_reciprocal_eq
#print axioms ReciprocalSuperlattice.mem_iff_common_period
#print axioms ReciprocalSuperlattice.reciprocal_direct
#print axioms ReciprocalSuperlattice.reciprocal_inf
```

```
'ReciprocalSuperlattice.eq_of_reciprocal_eq' depends on axioms: [propext, Classical.choice, Quot.sound]
'ReciprocalSuperlattice.mem_iff_common_period' depends on axioms: [propext, Classical.choice, Quot.sound]
'ReciprocalSuperlattice.reciprocal_direct' depends on axioms: [propext, Classical.choice, Quot.sound]
'ReciprocalSuperlattice.reciprocal_inf' depends on axioms: [propext, Classical.choice, Quot.sound]
```

## How the proof follows the derivation

In `mem_superlattice_iff`, `compAddMonoidHom` pulls ψ back from the quotient, and `AddChar.forall_apply_eq_zero` supplies the separation of points. `QuotientAddGroup.eq_zero_iff` turns a vanishing class into membership of H.

`direct_reciprocal` restates this result as an equality of subgroups, and `eq_of_reciprocal_eq` follows by rewriting. `reciprocal_le_reciprocal_iff` gives the reversal of inclusions, while `mem_iff_common_period` uses the wave at the origin for its converse.

In `reciprocal_direct`, the membership theorem is applied to the momentum group, and `AddChar.doubleDualEmb_bijective` provides the translation x behind each character `Ψ`. `reciprocal_inf` writes the sum of reciprocals as a reciprocal, then checks inclusion in `H₁` and `H₂` separately by reversing inclusions again.
